# Symmetrizing a real two-level second-order Bloch Hamiltonian keeps the trace and never raises the determinant

Two nearby electronic levels interact only through states outside the pair. Eliminating those outer states leaves a $2\times2$ effective Hamiltonian, but in Bloch's form each energy denominator carries the level of one column, so the matrix is generally not symmetric. Averaging it with its transpose restores symmetry. What does this do to the two energies?

## The determinant shift from mirror entries

Let the model levels be $\varepsilon_j$ and the outer levels $E_k$, with real couplings $xV_{jk}$ between them, where $x$ sets the strength. The model levels have no direct coupling to one another, and no $\varepsilon_j$ equals any $E_k$: an outer state may lie close to a model state, but exact resonance is excluded.

Let $H_0$ denote the unperturbed energies, diagonal in each space. With the factor $x$ taken out, the first-order wave operator $\Omega$ obeys $\Omega H_0-H_0\Omega=V^T$. Its $(k,j)$ entry reads $(\varepsilon_j-E_k)\Omega_{kj}=V_{jk}$, so

$$\Omega_{kj}=\frac{V_{jk}}{\varepsilon_j-E_k}.$$

The second-order Bloch matrix $B=\mathrm{diag}(\varepsilon)+x^2V\Omega$ therefore has entries

$$B_{ij}=\varepsilon_i\delta_{ij}+x^2\sum_k\frac{V_{ik}V_{jk}}{\varepsilon_j-E_k}.$$

The diagonal term cancels between mirror entries. Since

$$\frac1{\varepsilon_j-E_k}-\frac1{\varepsilon_i-E_k}=\frac{\varepsilon_i-\varepsilon_j}{(\varepsilon_i-E_k)(\varepsilon_j-E_k)},$$

we get

$$B_{ij}-B_{ji}=x^2D_{ij},\qquad D_{ij}=\sum_k\frac{V_{ik}V_{jk}(\varepsilon_i-\varepsilon_j)}{(\varepsilon_i-E_k)(\varepsilon_j-E_k)}.$$

Let $S=(B+B^T)/2$. Its diagonal is that of $B$, so $\operatorname{tr}S=\operatorname{tr}B$. For two model levels, numbered 0 and 1, the diagonal products cancel in the difference of determinants:

$$\det B-\det S=\Big(\frac{B_{01}+B_{10}}2\Big)^2-B_{01}B_{10}=\frac{(B_{01}-B_{10})^2}4=\frac{x^4}4D_{01}^2.$$

Writing $\varepsilon_0=e_1$, $\varepsilon_1=e_2$, $V_{0k}=a_k$ and $V_{1k}=b_k$ gives

$$\det B-\det S=\frac{x^4}{4}\left(\sum_k\frac{a_kb_k(e_1-e_2)}{(e_1-E_k)(e_2-E_k)}\right)^2.$$

The squared splitting of a $2\times2$ matrix is $(\operatorname{tr})^2-4\det$. If $B$ has eigenvalues $l_1,l_2$ and $S$ has $m_1,m_2$, then

$$(m_1-m_2)^2=(l_1-l_2)^2+x^4D_{01}^2.$$

For this second-order Bloch matrix with two model levels and real couplings, symmetrization thus preserves the mean energy and never decreases the squared splitting, which stays the same exactly when $xD_{01}=0$.

For any finite number of model levels, the same comparison of mirror entries gives

$$\operatorname{tr}B^2-\operatorname{tr}S^2=\sum_{i,j}\left[B_{ij}B_{ji}-\Big(\frac{B_{ij}+B_{ji}}2\Big)^2\right]=-\frac{x^4}4\sum_{i,j}D_{ij}^2.$$

## The effective Hamiltonian in Lean

The type `n` labels model levels and the finite type `m` labels outer levels.

```lean
import Mathlib

open Matrix

namespace BlochSymmetrization

noncomputable section

variable {n m : Type*} [DecidableEq n] [Fintype m]
```

The function `e` gives the levels $\varepsilon_j$, `E` gives $E_k$, and row `j` of the real matrix `V` holds the couplings of model level `j`. The wave operator maps model states to outer states, so its row index is `k`.

```lean
/-- First-order wave operator from model levels `e` to outer levels `E` with coupling `V`,
for `e j ≠ E k` throughout. -/
def waveOp (e : n → ℝ) (E : m → ℝ) (V : Matrix n m ℝ) : Matrix m n ℝ :=
  Matrix.of fun k j => V j k / (e j - E k)
```

Both factors of the coupling strength are collected in `x ^ 2`. Direct coupling inside the model space, which would add a first-order term, is absent from this definition.

```lean
/-- Second-order Bloch effective Hamiltonian at coupling strength `x`,
for `e j ≠ E k` throughout. -/
def bloch (e : n → ℝ) (E : m → ℝ) (V : Matrix n m ℝ) (x : ℝ) : Matrix n n ℝ :=
  Matrix.diagonal e + x ^ 2 • (V * waveOp e E V)
```

The next two definitions are $S$, for an arbitrary real square matrix, and $D_{ij}$.

```lean
/-- The symmetrization of a real effective Hamiltonian: its mean with its transpose. -/
def sym (B : Matrix n n ℝ) : Matrix n n ℝ := (1 / 2 : ℝ) • (B + Bᵀ)

/-- The asymmetry sum of model levels `i` and `j` over all outer levels,
for `e j ≠ E k` throughout. -/
def asymmetry (e : n → ℝ) (E : m → ℝ) (V : Matrix n m ℝ) (i j : n) : ℝ :=
  ∑ k, V i k * V j k * (e i - e j) / ((e i - E k) * (e j - E k))
```

## The wave operator as the solution of Bloch's equation

The hypothesis `h` expresses the absence of resonance. Under it, a matrix `W` solves the first-order equation exactly when it is `waveOp e E V`. The forward direction reads off one entry and divides by the nonzero gap; the reverse direction substitutes the quotient and cancels the gap.

```lean
/-- When no model level meets an outer level, the first-order Bloch equation has the
wave operator as its one and only solution. -/
theorem bloch_equation_iff [Fintype n] [DecidableEq m] {e : n → ℝ} {E : m → ℝ}
    (V : Matrix n m ℝ) (h : ∀ j k, e j ≠ E k) (W : Matrix m n ℝ) :
    W * Matrix.diagonal e - Matrix.diagonal E * W = Vᵀ ↔ W = waveOp e E V := by
  constructor
  · intro hW
    ext k j
    have hkj := congrFun (congrFun hW k) j
    simp only [Matrix.sub_apply, Matrix.mul_diagonal, Matrix.diagonal_mul,
      Matrix.transpose_apply] at hkj
    change W k j = V j k / (e j - E k)
    rw [eq_div_iff (sub_ne_zero.mpr (h j k))]
    linear_combination hkj
  · rintro rfl
    ext k j
    simp only [Matrix.sub_apply, Matrix.mul_diagonal, Matrix.diagonal_mul,
      Matrix.transpose_apply]
    change V j k / (e j - E k) * e j - E k * (V j k / (e j - E k)) = V j k
    have hc := div_mul_cancel₀ (V j k) (sub_ne_zero.mpr (h j k))
    linear_combination hc
```

## Mirror entries and traces

Expanding the matrix product gives the entry formula for $B$.

```lean
/-- Entries of the Bloch matrix: each energy denominator carries the level of the column. -/
theorem bloch_apply (e : n → ℝ) (E : m → ℝ) (V : Matrix n m ℝ) (x : ℝ) (i j : n) :
    bloch e E V x i j =
      Matrix.diagonal e i j + x ^ 2 * ∑ k, V i k * V j k / (e j - E k) := by
  simp [bloch, waveOp, Matrix.mul_apply, mul_div_assoc]
```

In the next proof, `hd` cancels the diagonal terms, while `hs` subtracts the two fractions for each outer level and sums the results. Their combination is $B_{ij}-B_{ji}=x^2D_{ij}$.

```lean
/-- Two mirror entries of the Bloch matrix differ by `x ^ 2` times the asymmetry sum. -/
theorem bloch_sub_mirror {e : n → ℝ} {E : m → ℝ} (V : Matrix n m ℝ) (x : ℝ)
    (h : ∀ j k, e j ≠ E k) (i j : n) :
    bloch e E V x i j - bloch e E V x j i = x ^ 2 * asymmetry e E V i j := by
  have hd : Matrix.diagonal e i j = Matrix.diagonal e j i :=
    congrFun (congrFun (Matrix.diagonal_transpose e) j) i
  -- subtract the two energy denominators, one outer level at a time
  have hs : ∑ k, V i k * V j k / (e j - E k) - ∑ k, V j k * V i k / (e i - E k)
      = asymmetry e E V i j := by
    unfold asymmetry
    rw [← Finset.sum_sub_distrib]
    refine Finset.sum_congr rfl fun k _ => ?_
    have hi := sub_ne_zero.mpr (h i k)
    have hj := sub_ne_zero.mpr (h j k)
    rw [div_sub_div _ _ hj hi, div_eq_div_iff (mul_ne_zero hj hi) (mul_ne_zero hi hj)]
    ring
  rw [bloch_apply, bloch_apply]
  linear_combination hd + x ^ 2 * hs
```

Two facts about symmetrization hold for every real square matrix: its entries are means of mirror entries, and its trace is unchanged.

```lean
omit [DecidableEq n] in
/-- Each entry of the symmetrized matrix is the mean of two mirror entries. -/
theorem sym_apply (B : Matrix n n ℝ) (i j : n) : sym B i j = (B i j + B j i) / 2 := by
  simp only [sym, Matrix.smul_apply, Matrix.add_apply, Matrix.transpose_apply, smul_eq_mul]
  ring

omit [DecidableEq n] in
/-- Symmetrization keeps the trace. -/
theorem trace_sym [Fintype n] (B : Matrix n n ℝ) : (sym B).trace = B.trace := by
  simp only [sym, Matrix.trace_smul, Matrix.trace_add, Matrix.trace_transpose, smul_eq_mul]
  ring
```

The trace identity for a finite model space is proved term by term. The `linear_combination` step multiplies $B_{ij}-B_{ji}=x^2D_{ij}$ by the sum of its two sides, which turns it into an equality of squares, and the factor $-1/4$ supplies the coefficient.

```lean
/-- For any number of model levels, symmetrization raises the trace of the squared
Hamiltonian by `x ^ 4 / 4` times the sum of all squared asymmetries. -/
theorem trace_sq_sub [Fintype n] {e : n → ℝ} {E : m → ℝ} (V : Matrix n m ℝ) (x : ℝ)
    (h : ∀ j k, e j ≠ E k) :
    (bloch e E V x * bloch e E V x).trace
        - (sym (bloch e E V x) * sym (bloch e E V x)).trace
      = -(x ^ 4 / 4) * ∑ i, ∑ j, asymmetry e E V i j ^ 2 := by
  simp only [Matrix.trace, Matrix.diag_apply, Matrix.mul_apply]
  rw [← Finset.sum_sub_distrib, Finset.mul_sum]
  refine Finset.sum_congr rfl fun i _ => ?_
  rw [← Finset.sum_sub_distrib, Finset.mul_sum]
  refine Finset.sum_congr rfl fun j _ => ?_
  rw [sym_apply, sym_apply]
  linear_combination (-(1 / 4) * (bloch e E V x i j - bloch e E V x j i
    + x ^ 2 * asymmetry e E V i j)) * bloch_sub_mirror V x h i j
```

## Two levels: determinant and splitting

For `Fin 2`, Lean expands both determinants and uses the same equality of squares, now with factor $1/4$.

```lean
/-- For two model levels, symmetrization lowers the determinant by `x ^ 4 / 4` times the
squared asymmetry. -/
theorem det_sub {e : Fin 2 → ℝ} {E : m → ℝ} (V : Matrix (Fin 2) m ℝ) (x : ℝ)
    (h : ∀ j k, e j ≠ E k) :
    (bloch e E V x).det - (sym (bloch e E V x)).det
      = x ^ 4 / 4 * asymmetry e E V 0 1 ^ 2 := by
  rw [Matrix.det_fin_two, Matrix.det_fin_two]
  simp only [sym_apply]
  linear_combination (1 / 4 * (bloch e E V x 0 1 - bloch e E V x 1 0
    + x ^ 2 * asymmetry e E V 0 1)) * bloch_sub_mirror V x h 0 1
```

The explicit theorem puts $e_1,e_2$ into positions 0 and 1 and makes `a` and `b` the two rows of the coupling matrix. Its hypotheses `h1` and `h2` exclude resonance for each level separately. The proof combines the trace and determinant results.

```lean
/-- Levels `e1`, `e2` coupled by `a`, `b` to outer levels `E`: the Bloch matrix and its
symmetrization have equal trace, and their determinants differ by an explicit square. -/
theorem two_level_trace_det (e1 e2 x : ℝ) (a b E : m → ℝ)
    (h1 : ∀ k, e1 ≠ E k) (h2 : ∀ k, e2 ≠ E k) :
    let B := bloch ![e1, e2] E (Matrix.of ![a, b]) x
    (sym B).trace = B.trace ∧
      B.det - (sym B).det = x ^ 4 / 4 *
        (∑ k, a k * b k * (e1 - e2) / ((e1 - E k) * (e2 - E k))) ^ 2 := by
  have h : ∀ j k, (![e1, e2] : Fin 2 → ℝ) j ≠ E k := by
    intro j k
    fin_cases j
    · exact h1 k
    · exact h2 k
  exact ⟨trace_sym _, det_sub (Matrix.of ![a, b]) x h⟩
```

The splitting theorem takes the roots as complex numbers, because a real nonsymmetric $B$ may have a complex-conjugate pair. The hypotheses `hB` and `hS` say that the given numbers factor the two secular polynomials, so repeated roots are allowed. Evaluation at 0 gives the products of the roots, and comparison with the value at 1 gives equality of their sums; the last two terms in the combination for `hsum` cancel each other. The determinant identity then gives the difference of squared splittings.

```lean
/-- If `l1`, `l2` are the complex roots of the secular polynomial of the Bloch matrix and
`m1`, `m2` those of its symmetrization, the squared splittings differ by `x ^ 4` times the
squared asymmetry. -/
theorem splitting_sq {e : Fin 2 → ℝ} {E : m → ℝ} (V : Matrix (Fin 2) m ℝ) (x : ℝ)
    (h : ∀ j k, e j ≠ E k) (l1 l2 m1 m2 : ℂ)
    (hB : ∀ t : ℂ, t ^ 2 - ((bloch e E V x).trace : ℂ) * t + ((bloch e E V x).det : ℂ)
      = (t - l1) * (t - l2))
    (hS : ∀ t : ℂ, t ^ 2 - ((sym (bloch e E V x)).trace : ℂ) * t
      + ((sym (bloch e E V x)).det : ℂ) = (t - m1) * (t - m2)) :
    (m1 - m2) ^ 2 = (l1 - l2) ^ 2 + (x : ℂ) ^ 4 * (asymmetry e E V 0 1 : ℂ) ^ 2 := by
  have d := congrArg Complex.ofReal (det_sub V x h)
  push_cast at d
  simp only [trace_sym] at hS
  -- the secular polynomials at 0 and 1 give products and sums of the roots
  have pB : ((bloch e E V x).det : ℂ) = l1 * l2 := by linear_combination hB 0
  have pS : ((sym (bloch e E V x)).det : ℂ) = m1 * m2 := by linear_combination hS 0
  have hsum : m1 + m2 = l1 + l2 := by
    linear_combination hB 0 - hB 1 - hS 0 + hS 1
      - 2 * (hB 0 - hB 1 - hS 0 + hS 1) + (hB 0 - hB 1 - hS 0 + hS 1) * 2
  linear_combination (m1 + m2 + l1 + l2) * hsum + 4 * d - 4 * pB + 4 * pS
```

## An example with complex Bloch energies

Take model levels $1,-1$, outer levels $0,2$, couplings $a=(1,2)$, $b=(1,0)$, and $x=1$. One outer level lies between the model levels, and the couplings are comparable to the gaps, so this is no regime for trusting second-order energies. The entry formula gives

$$B=\begin{pmatrix}-2&-1\\1&-2\end{pmatrix},\qquad S=\begin{pmatrix}-2&0\\0&-2\end{pmatrix}.$$

Here $D_{01}=-2$, and the determinants $5$ and $4$ differ by $D_{01}^2/4=1$. The secular polynomial of $B$ is $(t+2)^2+1$, which is positive for every real $t$. Symmetrization has replaced the complex pair $-2\pm i$ by a real double level at $-2$. Lean computes the entries, then proves that the secular determinant never vanishes on the real line.

```lean
/-- Levels `1`, `-1` with outer levels `0`, `2`: for these couplings the Bloch matrix has no
real eigenvalue, while its symmetrization is `-2` times the identity. -/
theorem complex_levels_example :
    let B := bloch ![1, -1] ![0, 2] !![1, 2; 1, 0] 1
    B = !![-2, -1; 1, -2] ∧ sym B = !![-2, 0; 0, -2] ∧
      ∀ t : ℝ, (t • (1 : Matrix (Fin 2) (Fin 2) ℝ) - B).det ≠ 0 := by
  intro B
  have hB : B = !![-2, -1; 1, -2] := by
    ext i j
    change bloch ![1, -1] ![0, 2] !![1, 2; 1, 0] 1 i j = _
    rw [bloch_apply]
    fin_cases i <;> fin_cases j <;> norm_num [Fin.sum_univ_two, Matrix.diagonal_apply]
  refine ⟨hB, ?_, fun t => ?_⟩
  · rw [hB]
    ext i j
    rw [sym_apply]
    fin_cases i <;> fin_cases j <;> norm_num
  · have hdet : (t • (1 : Matrix (Fin 2) (Fin 2) ℝ) - B).det = (t + 2) ^ 2 + 1 := by
      rw [hB]
      simp [Matrix.det_fin_two]
      ring
    rw [hdet]
    positivity

end

end BlochSymmetrization
```

```lean
#print axioms BlochSymmetrization.trace_sq_sub
#print axioms BlochSymmetrization.two_level_trace_det
#print axioms BlochSymmetrization.splitting_sq
#print axioms BlochSymmetrization.complex_levels_example
```

```
'BlochSymmetrization.trace_sq_sub' depends on axioms: [propext, Classical.choice, Quot.sound]
'BlochSymmetrization.two_level_trace_det' depends on axioms: [propext, Classical.choice, Quot.sound]
'BlochSymmetrization.splitting_sq' depends on axioms: [propext, Classical.choice, Quot.sound]
'BlochSymmetrization.complex_levels_example' depends on axioms: [propext, Classical.choice, Quot.sound]
```
